# On a finite ring with one orbital per site, translation-invariant idempotent matrices are fillings of plane waves

Take a ring of two sites. The cyclic shift exchanges them, and a matrix that commutes with this exchange has the form

$$A=\begin{pmatrix} a & b\\ b & a\end{pmatrix}.$$

The vectors $(1,1)$ and $(1,-1)$ are eigenvectors of $A$, with eigenvalues $a+b$ and $a-b$. If also $A^2=A$, each eigenvalue is 0 or 1, which leaves four matrices:

$$0,\qquad \tfrac12\begin{pmatrix}1&1\\1&1\end{pmatrix},\qquad \tfrac12\begin{pmatrix}1&-1\\-1&1\end{pmatrix},\qquad \mathbb 1 .$$

They correspond to the four ways of filling two plane waves. All are Hermitian, although only idempotency and the symmetry were imposed, and each has a constant diagonal equal to the number of filled waves divided by two. The same holds on a ring of $n>0$ sites, where the plane waves are again common eigenvectors.

## Sites, momenta and the density matrix

Sites and momenta are both labelled by integers modulo $n$, the type `ZMod n`, so periodic boundary conditions are built into the arithmetic. A momentum label $m$ stands for the wavevector $2\pi m/n$ in units of the inverse lattice spacing.

In Lean 4 with Mathlib:

```lean
import Mathlib

open Matrix

namespace RingDensityMatrix

noncomputable section
```

Let $\omega=e^{2\pi i/n}$. For $a$ modulo $n$, the phase $\omega^a$ is computed from the representative `a.val` between $0$ and $n-1$. Since $\omega^n=1$, any other representative would give the same number.

```lean
/-- The phase `ω ^ a` with `ω = exp (2 π i / n)`, for an exponent `a` modulo `n`. -/
def phase {n : ℕ} (a : ZMod n) : ℂ :=
  Complex.exp (2 * Real.pi * Complex.I / n) ^ a.val
```

The plane wave of momentum $q$ is $\phi_q(j)=\omega^{qj}$. Its squared norm is $n$; the normalised orbital is $n^{-1/2}\phi_q$.

```lean
/-- The unnormalised plane wave of momentum `q` on the ring. -/
def planeWave {n : ℕ} (q : ZMod n) : ZMod n → ℂ := fun j => phase (q * j)
```

Let $M$ be a finite set of occupied momenta. Summing the projectors onto the normalised orbitals gives

$$(P_M)_{jk}=\frac1n\sum_{m\in M}\omega^{m(j-k)} .$$

For spinless fermions in the Slater determinant of these orbitals, this is $\langle c_k^\dagger c_j\rangle$, where $c_j$ annihilates a particle on site $j$ and the site orbitals are orthonormal. The trace is therefore the particle number; the matrix is not rescaled to unit trace. The set $M$ is arbitrary: no Hamiltonian appears, and $M$ need not be a Fermi sea.

```lean
/-- The real-space one-particle density matrix for the set `M` of occupied momenta. -/
def densityMatrix {n : ℕ} (M : Finset (ZMod n)) : Matrix (ZMod n) (ZMod n) ℂ :=
  fun j k => 1 / (n : ℂ) * ∑ m ∈ M, phase (m * (j - k))
```

The shift $S$ has $S_{jk}=1$ if $j=k+1$ and $0$ otherwise, so it moves a particle from site $k$ to site $k+1$, and from the last site to the first.

```lean
/-- The cyclic shift, which moves a particle from site `k` to site `k + 1`. -/
def shift (n : ℕ) : Matrix (ZMod n) (ZMod n) ℂ :=
  fun j k => if j = k + 1 then 1 else 0
```

## Phases and their orthogonality

From here on $n$ is nonzero, which is the assumption `[NeZero n]`. The function $a\mapsto\omega^a$ is the standard additive character of the integers modulo $n$. Identifying it with Mathlib's `ZMod.stdAddChar` gives access to the known facts about characters.

```lean
variable {n : ℕ} [NeZero n]

/-- The phase is the standard additive character of the integers modulo `n`. -/
theorem phase_eq_stdAddChar (a : ZMod n) : phase a = ZMod.stdAddChar a := by
  have h := ZMod.stdAddChar_coe (N := n) (a.val : ℤ)
  simp only [Int.cast_natCast, ZMod.natCast_zmod_val] at h
  rw [h, phase, ← Complex.exp_nat_mul]
  congr 1
  ring
```

The first of these is $\omega^{a+b}=\omega^a\omega^b$, which holds even when $a+b$ wraps around the ring.

```lean
/-- Phases multiply when their exponents are added. -/
theorem phase_add (a b : ZMod n) : phase (a + b) = phase a * phase b := by
  simp only [phase_eq_stdAddChar, AddChar.map_add_eq_mul]
```

Conjugation reverses the exponent. Because $|\omega^a|=1$, we have $\omega^a\,\overline{\omega^a}=1$, and addition of exponents gives $\omega^a\omega^{-a}=1$. Cancelling the nonzero factor $\omega^a$ yields $\overline{\omega^a}=\omega^{-a}$. In the proof these are `hn`, `h1`, `h2` and the final cancellation.

```lean
/-- Complex conjugation reverses the sign of the exponent of a phase. -/
theorem star_phase (a : ZMod n) : star (phase a) = phase (-a) := by
  have hn : ‖phase a‖ = 1 := by
    unfold phase
    rw [norm_pow, show (2 * Real.pi * Complex.I / n : ℂ)
      = ((2 * Real.pi / n : ℝ) : ℂ) * Complex.I by push_cast; ring,
      Complex.norm_exp_ofReal_mul_I, one_pow]
  have h0 : phase a ≠ 0 := by
    intro h
    simp [h] at hn
  have h1 : phase a * star (phase a) = 1 := by
    rw [Complex.star_def, Complex.mul_conj, Complex.normSq_eq_norm_sq, hn]
    norm_num
  have h2 : phase a * phase (-a) = 1 := by
    rw [← phase_add, add_neg_cancel]
    simp [phase]
  exact mul_left_cancel₀ h0 (h1.trans h2.symm)
```

Now let $G(a)=\sum_l\omega^{la}$, summed over the ring. If $a=0$, every term is 1 and $G=n$. If $a\neq0$, replacing $l$ by $l+1$ only permutes the terms, so $G=\omega^aG$; as $\omega^a\neq1$, $G=0$. The code takes this from Mathlib's corresponding theorem for primitive characters.

```lean
/-- The phases `ω ^ (l a)` summed over the ring give `n` if `a = 0` and cancel otherwise. -/
theorem sum_phase (a : ZMod n) :
    ∑ l : ZMod n, phase (l * a) = if a = 0 then (n : ℂ) else 0 := by
  simp only [phase_eq_stdAddChar]
  simpa [ZMod.card] using AddChar.sum_mulShift a (ZMod.isPrimitive_stdAddChar n)
```

## Occupied waves are kept, empty waves are removed

Apply $P_M$ to a plane wave and exchange the two sums:

$$(P_M\phi_q)(j)=\frac1n\sum_{m\in M}\omega^{mj}\sum_l\omega^{l(q-m)} .$$

By orthogonality the inner sum is $n$ for $m=q$ and zero otherwise. The result is $\phi_q(j)$ if $q\in M$ and $0$ if not. In the proof, `Finset.sum_comm` exchanges the sums and `Finset.sum_ite_eq` selects the term $m=q$.

```lean
/-- The density matrix keeps plane waves of occupied momentum and annihilates the others. -/
theorem densityMatrix_mulVec (M : Finset (ZMod n)) (q : ZMod n) :
    densityMatrix M *ᵥ planeWave q = (if q ∈ M then (1 : ℂ) else 0) • planeWave q := by
  have hn : (n : ℂ) ≠ 0 := Nat.cast_ne_zero.mpr (NeZero.ne n)
  ext j
  simp only [Matrix.mulVec, dotProduct, densityMatrix, planeWave, Pi.smul_apply, smul_eq_mul]
  calc ∑ l, (1 / (n : ℂ) * ∑ m ∈ M, phase (m * (j - l))) * phase (q * l)
      = 1 / (n : ℂ) * ∑ m ∈ M, phase (m * j) * ∑ l, phase (l * (q - m)) := by
        simp only [Finset.mul_sum, Finset.sum_mul]
        rw [Finset.sum_comm]
        refine Finset.sum_congr rfl fun m _ => Finset.sum_congr rfl fun l _ => ?_
        rw [mul_assoc, ← phase_add, ← phase_add,
          show m * (j - l) + q * l = m * j + l * (q - m) by ring]
    _ = (if q ∈ M then (1 : ℂ) else 0) * phase (q * j) := by
        -- orthogonality leaves only the term `m = q`
        simp only [sum_phase, sub_eq_zero, mul_ite, mul_zero]
        rw [Finset.sum_ite_eq]
        split_ifs with h
        · field_simp
        · simp
```

For a second set $N$ of momenta, the columns of $P_N$ are combinations of plane waves:

$$(P_N)_{lk}=\frac1n\sum_{q\in N}\omega^{-qk}\phi_q(l).$$

Acting with $P_M$ retains the terms with $q\in M$, so

$$(P_MP_N)_{jk}=\frac1n\sum_{q\in M\cap N}\omega^{-qk}\omega^{qj}=(P_{M\cap N})_{jk}.$$

The first step of the `calc` block is the expansion of $P_N$; the second inserts the action on plane waves, recorded as `h`.

```lean
/-- The product of two density matrices belongs to the momenta occupied in both. -/
theorem densityMatrix_mul (M N : Finset (ZMod n)) :
    densityMatrix M * densityMatrix N = densityMatrix (M ∩ N) := by
  ext j k
  have h := fun q => congrFun (densityMatrix_mulVec M q) j
  simp only [Matrix.mulVec, dotProduct, planeWave, Pi.smul_apply, smul_eq_mul] at h
  have hN : ∀ l, densityMatrix N l k = 1 / (n : ℂ) * ∑ q ∈ N, phase (q * (l - k)) :=
    fun _ => rfl
  rw [Matrix.mul_apply]
  calc ∑ l, densityMatrix M j l * densityMatrix N l k
      = 1 / (n : ℂ) * ∑ q ∈ N, phase (-(q * k)) *
          ∑ l, densityMatrix M j l * phase (q * l) := by
        simp only [hN, Finset.mul_sum]
        rw [Finset.sum_comm]
        refine Finset.sum_congr rfl fun q _ => Finset.sum_congr rfl fun l _ => ?_
        rw [show q * (l - k) = -(q * k) + q * l by ring, phase_add]
        ring
    _ = densityMatrix (M ∩ N) j k := by
        rw [Finset.inter_comm, ← Finset.filter_mem_eq_inter]
        simp only [h]
        unfold densityMatrix
        rw [Finset.sum_filter]
        congr 1
        refine Finset.sum_congr rfl fun q _ => ?_
        split_ifs
        · rw [one_mul, ← phase_add]
          congr 1
          ring
        · simp
```

## Commuting with the shift

Multiplying by $S$ relabels rows or columns:

$$(SA)_{j+1,k}=A_{jk},\qquad (AS)_{jk}=A_{j,k+1}.$$

Comparing the entries of $SA$ and $AS$ at $(j+1,k)$ shows that $SA=AS$ exactly when $A_{j+1,k+1}=A_{jk}$ for all $j,k$. For the reverse direction, the proof writes an arbitrary row index as $i+1$, which is always possible on a ring.

```lean
/-- A matrix commutes with the cyclic shift exactly when its entries are unchanged by moving
both sites one step around the ring. -/
theorem commute_shift_iff (A : Matrix (ZMod n) (ZMod n) ℂ) :
    shift n * A = A * shift n ↔ ∀ j k, A (j + 1) (k + 1) = A j k := by
  have h1 : ∀ j k, (shift n * A) (j + 1) k = A j k := by
    intro j k
    simp [Matrix.mul_apply, shift]
  have h2 : ∀ j k, (A * shift n) j k = A j (k + 1) := by
    intro j k
    simp [Matrix.mul_apply, shift]
  constructor
  · intro h j k
    rw [← h2, ← h, h1]
  · intro h
    ext j k
    obtain ⟨i, rfl⟩ : ∃ i, j = i + 1 := ⟨j - 1, by ring⟩
    rw [h1, h2, h]
```

## Four properties of the density matrix

Each property now takes one line:

- **Hermitian:** $\overline{(P_M)_{kj}}=\frac1n\sum_{m\in M}\omega^{-m(k-j)}=(P_M)_{jk}$.
- **Idempotent:** $P_MP_M=P_{M\cap M}=P_M$.
- **Translation-invariant:** $(P_M)_{jk}$ depends only on $j-k$, which is unchanged when both sites move by one.
- **Uniform density:** for $j=k$ every phase is 1, so $(P_M)_{jj}=|M|/n$, where $|M|$ is the number of occupied momenta.

The theorem joins them in this order, for every $M$, including the empty and the full set. `IsHermitian` says that the matrix equals its conjugate transpose, and `M.card` is $|M|$.

```lean
/-- The density matrix of a ring is Hermitian and idempotent, commutes with the cyclic shift,
and has the filling `card M / n` at every site of its diagonal. -/
theorem densityMatrix_properties (M : Finset (ZMod n)) :
    (densityMatrix M).IsHermitian ∧ densityMatrix M * densityMatrix M = densityMatrix M ∧
      shift n * densityMatrix M = densityMatrix M * shift n ∧
      ∀ j, densityMatrix M j j = (M.card : ℂ) / n := by
  refine ⟨?_, ?_, ?_, ?_⟩
  · ext j k
    have hs : star (1 / (n : ℂ)) = 1 / (n : ℂ) := by simp
    rw [Matrix.conjTranspose_apply]
    unfold densityMatrix
    rw [star_mul', hs, star_sum]
    congr 1
    refine Finset.sum_congr rfl fun m _ => ?_
    rw [star_phase]
    congr 1
    ring
  · rw [densityMatrix_mul, Finset.inter_self]
  · rw [commute_shift_iff]
    intro j k
    simp only [densityMatrix, add_sub_add_right_eq_sub]
  · intro j
    simp [densityMatrix, phase, div_eq_mul_inv, mul_comm]
```

## From the matrix back to the occupied momenta

The matrix determines $M$. Since $\phi_q(0)=1$, the component of $P_M\phi_q$ at site 0 is 1 if $q\in M$ and 0 otherwise. If $P_M=P_N$, the two sets therefore contain the same momenta. The proof compares these components and checks the four cases of membership.

```lean
/-- Different sets of occupied momenta have different density matrices. -/
theorem densityMatrix_injective :
    Function.Injective (densityMatrix : Finset (ZMod n) → Matrix (ZMod n) (ZMod n) ℂ) := by
  intro M N h
  ext q
  have h1 := congrFun (densityMatrix_mulVec M q) 0
  rw [h, densityMatrix_mulVec N q] at h1
  have h0 : phase (0 : ZMod n) = 1 := by simp [phase]
  simp only [Pi.smul_apply, smul_eq_mul, planeWave, mul_zero, h0, mul_one] at h1
  by_cases hM : q ∈ M <;> by_cases hN : q ∈ N <;> simp [hM, hN] at h1 ⊢
```

For the converse, let $A$ be any complex matrix with $A^2=A$ and $SA=AS$. Moving both sites back by $k$ steps gives $A_{jk}=f(j-k)$ with $f(d)=A_{d0}$; this is the induction `ht` and its consequence `hT`. Define the Fourier coefficients, called `occ` in the code, by

$$\lambda_m=\sum_d f(d)\,\omega^{-md}.$$

Orthogonality inverts this relation (`hinv`), because $\sum_m\lambda_m\omega^{md}=\sum_e f(e)\sum_m\omega^{m(d-e)}=n f(d)$. Hence

$$f(d)=\frac1n\sum_m\lambda_m\omega^{md}.$$

Idempotency turns into a condition on each coefficient separately (`hsq`):

$$\lambda_m=\sum_j (A^2)_{j0}\,\omega^{-mj}
=\sum_k f(k)\,\omega^{-mk}\sum_j f(j-k)\,\omega^{-m(j-k)}=\lambda_m^2 .$$

In the last equality, $j-k$ runs once over the ring as $j$ does, so the inner sum is $\lambda_m$ for every $k$. It follows that $\lambda_m(\lambda_m-1)=0$, and each coefficient is 0 or 1. With $M=\{m:\lambda_m=1\}$, the inversion formula at $d=j-k$ reads $A=P_M$, which is `hex`. Uniqueness is the injectivity shown above.

The theorem states this as `∃! M`: exactly one set of momenta satisfies `A = densityMatrix M`. Its hypotheses are `hA`, idempotency, and `hS`, commutation with the shift. Physically, `hA` is the condition that a one-particle density matrix belongs to a single Slater determinant, and `hS` is the translation symmetry of that matrix. Hermiticity is not assumed; it follows from $A=P_M$. Neither hypothesis can be dropped. On two sites, $\begin{pmatrix}1&0\\0&0\end{pmatrix}$, the density matrix of a particle localised on one site, is idempotent but does not commute with the exchange, and it is not of the form $P_M$ because its diagonal is not constant. The matrix $\tfrac12\mathbb 1$ commutes with the exchange but is not idempotent, so it is not of the form $P_M$ either.

For electronic structure, this means that a single determinant of spinless fermions on a finite ring with one orbital per site, if its density matrix is translation-invariant, must fill plane waves completely or leave them empty. Fractional occupations, as at finite temperature or in correlated states, violate `hA`. Spin or several orbitals per cell would replace each number $\lambda_m$ by a matrix, and the set $M$ would then no longer suffice to describe the state.

```lean
/-- Every idempotent matrix that commutes with the cyclic shift is the density matrix of exactly
one set of occupied momenta. -/
theorem existsUnique_occupied (A : Matrix (ZMod n) (ZMod n) ℂ) (hA : A * A = A)
    (hS : shift n * A = A * shift n) : ∃! M : Finset (ZMod n), A = densityMatrix M := by
  classical
  have hn : (n : ℂ) ≠ 0 := Nat.cast_ne_zero.mpr (NeZero.ne n)
  rw [commute_shift_iff] at hS
  -- the entries depend only on the separation of the sites
  have ht : ∀ (i : ℕ) (j : ZMod n), A (j + i) i = A j 0 := by
    intro i
    induction i with
    | zero => intro j; simp
    | succ i ih => intro j; rw [Nat.cast_succ, ← add_assoc, hS, ih]
  have hT : ∀ j k, A j k = A (j - k) 0 := by
    intro j k
    have h := ht k.val (j - k)
    rwa [ZMod.natCast_zmod_val, sub_add_cancel] at h
  -- the occupation of momentum `m` is a Fourier coefficient
  let occ : ZMod n → ℂ := fun m => ∑ d, A d 0 * phase (-(m * d))
  have hinv : ∀ d, A d 0 = 1 / (n : ℂ) * ∑ m, occ m * phase (m * d) := by
    intro d
    have h : ∑ m, occ m * phase (m * d) = ∑ e, A e 0 * ∑ m, phase (m * (d - e)) := by
      simp only [occ, Finset.sum_mul, Finset.mul_sum]
      rw [Finset.sum_comm]
      refine Finset.sum_congr rfl fun e _ => Finset.sum_congr rfl fun m _ => ?_
      rw [mul_assoc, ← phase_add, show -(m * e) + m * d = m * (d - e) by ring]
    rw [h]
    simp only [sum_phase, sub_eq_zero, mul_ite, mul_zero]
    rw [Finset.sum_ite_eq, if_pos (Finset.mem_univ d)]
    field_simp
  -- idempotency makes each occupation equal to its square
  have hsq : ∀ m, occ m = occ m * occ m := by
    intro m
    calc occ m = ∑ j, (A * A) j 0 * phase (-(m * j)) := by rw [hA]
      _ = ∑ k, (A k 0 * phase (-(m * k))) *
            ∑ j, A (j - k) 0 * phase (-(m * (j - k))) := by
          simp only [Matrix.mul_apply, Finset.sum_mul, Finset.mul_sum]
          rw [Finset.sum_comm]
          refine Finset.sum_congr rfl fun k _ => Finset.sum_congr rfl fun j _ => ?_
          rw [hT j k, show -(m * j) = -(m * k) + -(m * (j - k)) by ring, phase_add]
          ring
      _ = ∑ k, (A k 0 * phase (-(m * k))) * occ m := by
          refine Finset.sum_congr rfl fun k _ => ?_
          congr 1
          exact Equiv.sum_comp (Equiv.subRight k) (fun d => A d 0 * phase (-(m * d)))
      _ = occ m * occ m := by rw [← Finset.sum_mul]
  have hex : A = densityMatrix (Finset.univ.filter fun m => occ m = 1) := by
    ext j k
    rw [hT, hinv]
    unfold densityMatrix
    rw [Finset.sum_filter]
    congr 1
    refine Finset.sum_congr rfl fun m _ => ?_
    have h : occ m * (occ m - 1) = 0 := by linear_combination -(hsq m)
    rcases mul_eq_zero.mp h with h | h
    · simp [h]
    · simp [sub_eq_zero.mp h]
  exact ⟨_, hex, fun N hN => densityMatrix_injective (hN.symm.trans hex)⟩

end

end RingDensityMatrix
```

```lean
#print axioms RingDensityMatrix.densityMatrix_properties
#print axioms RingDensityMatrix.existsUnique_occupied
```

```
'RingDensityMatrix.densityMatrix_properties' depends on axioms: [propext, Classical.choice, Quot.sound]
'RingDensityMatrix.existsUnique_occupied' depends on axioms: [propext, Classical.choice, Quot.sound]
```
